# For polynomial potentials, linearising the forward-backward action is exact only up to degree two

## Square and cube

Take two points $x+y/2$ and $x-y/2$ with mean $x$ and separation $y$, and compare a potential $V$ at the two. For $V=x^2$,

$$\left(x+\tfrac y2\right)^2-\left(x-\tfrac y2\right)^2=2xy=y\,V'(x),$$

with nothing left over. For $V=x^3$,

$$\left(x+\tfrac y2\right)^3-\left(x-\tfrac y2\right)^3=3x^2y+\tfrac14y^3=y\,V'(x)+\tfrac14y^3.$$

The even powers of $y$ cancel between the two points. A quadratic potential has no odd power beyond the first, whereas the cubic one has a $y^3$ term.

## Two paths and the difference of their actions

The time evolution of a density matrix contains one propagator and one complex conjugate propagator. As path integrals they give a forward path $q^+$ and a backward path $q^-$, with phase $(S[q^+]-S[q^-])/\hbar$, where $S$ is the action. In terms of the mean path $x$ and the difference path $y$, $q^\pm=x\pm y/2$.

Linearised semiclassical methods keep only the first order of this phase in $y$. Integrating over $y$ at the interior times then forces $x$ to obey a discretised Newton equation. For one particle in one dimension with a polynomial potential, the result below says when this truncation of the action changes nothing.

With $N$ time steps of length $\varepsilon$ and mass $m$, the discretised action is

$$S[q]=\varepsilon\sum_{k=0}^{N-1}\left[\frac m2\left(\frac{q_{k+1}-q_k}{\varepsilon}\right)^2-V(q_k)\right],$$

and the linearised difference is

$$L[x,y]=\varepsilon\sum_{k=0}^{N-1}\left[m\,\frac{x_{k+1}-x_k}{\varepsilon}\,\frac{y_{k+1}-y_k}{\varepsilon}-y_kV'(x_k)\right].$$

For fixed $N\ge1$ and $\varepsilon\ne0$, $S[x+y/2]-S[x-y/2]=L[x,y]$ for all paths if and only if $\deg V\le2$.

## From paths to points

Write $v=(x_{k+1}-x_k)/\varepsilon$ and $w=(y_{k+1}-y_k)/\varepsilon$. The kinetic terms give

$$\frac m2\left[\left(v+\tfrac w2\right)^2-\left(v-\tfrac w2\right)^2\right]=mvw,$$

which is exactly the kinetic term of $L$. Hence

$$S[x+\tfrac y2]-S[x-\tfrac y2]-L[x,y]=-\varepsilon\sum_{k=0}^{N-1}r(x_k,y_k),$$

$$r(x,y)=V(x+\tfrac y2)-V(x-\tfrac y2)-yV'(x).$$

If $r$ vanishes everywhere, the linearisation is exact. Conversely, if it is exact for all paths, the constant paths $x_k=a$, $y_k=b$ give $-\varepsilon N\,r(a,b)=0$, so $r(a,b)=0$ for all real $a,b$.

## Comparing coefficients on a diagonal

Let $V(x)=\sum_n a_nx^n$ and suppose $r=0$ everywhere. Setting $x=t$, $y=2t$ puts the backward point at the origin:

$$V(2t)-V(0)=2t\,V'(t).$$

For $n\ge1$ the coefficients of $t^n$ are $2^na_n$ on the left and $2na_n$ on the right, so $(2^n-2n)a_n=0$. The bracket vanishes for $n=1,2$. For $n\ge3$ it is positive: $8>6$, and if $2^n>2n$ then $2^{n+1}>4n\ge2(n+1)$. Thus $a_n=0$ for all $n\ge3$.

Conversely, for $V=a_0+a_1x+a_2x^2$ the difference is $a_1y+2a_2xy=yV'(x)$.

## The next term and the quartic potential

Taylor expansion about $x$, which terminates for a polynomial, gives the next odd term as $2\,(y/2)^3V'''(x)/3!=y^3V'''(x)/24$. Including it makes the difference exact if and only if $\deg V\le4$. If the degree is at most four, the next odd derivative, $V^{(5)}$, is zero. For the other direction, the same diagonal gives, for $n\ge1$,

$$\left[2^n-2n-\tfrac13n(n-1)(n-2)\right]a_n=0.$$

Let $f(n)=2n+n(n-1)(n-2)/3$. At $n=5$ we have $f(5)=30<32$, and for $n\ge5$

$$2f(n)-f(n+1)=2(n-1)+\tfrac13n(n-1)(n-5)\ge0,$$

so $f(n)<2^n$ persists by induction and $a_n=0$ for every $n\ge5$.

For $V=x^4$ the difference is $4x^3y+xy^3$, with remainder $xy^3$. At $x=y=1$ this reads $1.5^4-0.5^4=5$, against $yV'(x)=4$: the remainder is $1$. On constant paths with these values, $N=2$ and $\varepsilon=0.1$, the exact action difference lies below the linearised one by $0.2$.

## Potentials and paths as Lean objects

The potential is a real polynomial, `V : ℝ[X]`; `V.eval x` is its value and `derivative V` its formal derivative. The condition `V.natDegree ≤ 2` covers constant, linear and quadratic potentials, including the inverted parabola and $V=0$.

A path is a function `ℕ → ℝ`, of which `action` uses, for $N\ge1$, the values at $0,\dots,N$, with the potential taken at the start of each step. `linearisedAction` is written out independently, not defined as a derivative of `action`. The mass `m` is an arbitrary real number, and the endpoints of both paths are free.

The hypotheses `hN : N ≠ 0` and `hε : ε ≠ 0` say that some time evolution takes place. For $N=0$ both sides are empty sums, and the linearisation is "exact" even for $V=x^3$. For $\varepsilon=0$ the velocities contain a division by zero, to which Lean assigns the value $0$; every summand is then multiplied by $\varepsilon=0$, so both sides vanish and the equality again holds for every $V$.

The theorems concern the action at finite $N$. They give no estimate of the error in a correlation function or a rate, and they treat neither the continuum limit nor several dimensions.

## The complete Lean file

```lean
import Mathlib

open Polynomial

namespace ForwardBackwardLinearisation

noncomputable section

/-- The difference of the potential on the forward path point `x + y/2` and the backward
path point `x - y/2`. -/
def fbDifference (V : ℝ[X]) (x y : ℝ) : ℝ :=
  V.eval (x + y / 2) - V.eval (x - y / 2)

/-- The discretised action of a path `q` with `N` time steps of length `ε`, for a particle of
mass `m` in the potential `V`. -/
def action (m ε : ℝ) (V : ℝ[X]) (N : ℕ) (q : ℕ → ℝ) : ℝ :=
  ∑ k ∈ Finset.range N, (m / 2 * ((q (k + 1) - q k) / ε) ^ 2 - V.eval (q k)) * ε

/-- The forward-backward action linearised in the difference path `y` about the mean
path `x`. -/
def linearisedAction (m ε : ℝ) (V : ℝ[X]) (N : ℕ) (x y : ℕ → ℝ) : ℝ :=
  ∑ k ∈ Finset.range N, (m * ((x (k + 1) - x k) / ε) * ((y (k + 1) - y k) / ε)
    - y k * (derivative V).eval (x k)) * ε

/-- If `V(2t) - V(0) = 2 t V'(t) + c t³ V'''(t)` for all `t`, then each coefficient of `V` of
order `n = k + 3` is annihilated by `2ⁿ - 2n - c n(n-1)(n-2)`. -/
theorem diagonal_coeff (V : ℝ[X]) (c : ℝ)
    (h : ∀ t : ℝ, V.eval (2 * t) - V.eval 0 = 2 * (t * (derivative V).eval t)
      + c * (t ^ 3 * (derivative (derivative (derivative V))).eval t)) (k : ℕ) :
    V.coeff (k + 3) * (2 ^ (k + 3) - 2 * ((k : ℝ) + 3)
      - c * (((k : ℝ) + 3) * (k + 2) * (k + 1))) = 0 := by
  -- an identity of functions on the real line is an identity of polynomials
  have hp : V.comp (C 2 * X) - C (V.eval 0) = C 2 * (X * derivative V)
      + C c * (X ^ 3 * derivative (derivative (derivative V))) := by
    apply Polynomial.funext
    intro t
    simp only [eval_sub, eval_comp, eval_mul, eval_C, eval_X, eval_add, eval_pow]
    exact h t
  have h1 : (X * derivative V).coeff (k + 3) = V.coeff (k + 3) * ((k : ℝ) + 3) := by
    rw [show k + 3 = (k + 2) + 1 from rfl, coeff_X_mul, coeff_derivative]
    push_cast
    ring
  have h2 : (X ^ 3 * derivative (derivative (derivative V))).coeff (k + 3)
      = V.coeff (k + 3) * (((k : ℝ) + 3) * (k + 2) * (k + 1)) := by
    rw [coeff_X_pow_mul, coeff_derivative, coeff_derivative, coeff_derivative,
      show k + 1 + 1 + 1 = k + 3 from rfl]
    push_cast
    ring
  have h3 : (C (V.eval 0)).coeff (k + 3) = 0 := by
    rw [coeff_C, if_neg (by omega)]
  -- compare the coefficients of order k + 3
  have hc := congrArg (fun p : ℝ[X] => p.coeff (k + 3)) hp
  simp only [coeff_sub, coeff_add, coeff_C_mul, comp_C_mul_X_coeff, h1, h2, h3] at hc
  linear_combination hc

/-- The forward-backward difference of a polynomial potential equals `y V'(x)` for all `x` and
`y` if and only if the potential has degree at most two. -/
theorem fbDifference_linear_iff (V : ℝ[X]) :
    (∀ x y : ℝ, fbDifference V x y = y * (derivative V).eval x) ↔ V.natDegree ≤ 2 := by
  constructor
  · intro h
    have growth : ∀ k : ℕ, 2 * ((k : ℝ) + 3) < 2 ^ (k + 3) := by
      intro k
      induction k with
      | zero => norm_num
      | succ k ih =>
        have hk : (0 : ℝ) ≤ k := Nat.cast_nonneg k
        rw [show k + 1 + 3 = (k + 3) + 1 by omega, pow_succ]
        push_cast
        linarith
    rw [natDegree_le_iff_coeff_eq_zero]
    intro n hn
    obtain ⟨k, rfl⟩ : ∃ k, n = k + 3 := ⟨n - 3, by omega⟩
    -- restrict to the diagonal x = t, y = 2t
    have hk := diagonal_coeff V 0 (fun t => by
      have ht := h t (2 * t)
      rw [fbDifference, show t + 2 * t / 2 = 2 * t by ring,
        show t - 2 * t / 2 = 0 by ring] at ht
      linear_combination ht) k
    rcases mul_eq_zero.mp hk with h0 | h0
    · exact h0
    · exfalso
      have g := growth k
      linarith
  · intro h x y
    have hd := natDegree_derivative_le V
    rw [fbDifference, eval_eq_sum_range' (show V.natDegree < 3 by omega) (x + y / 2),
      eval_eq_sum_range' (show V.natDegree < 3 by omega) (x - y / 2),
      eval_eq_sum_range' (show (derivative V).natDegree < 2 by omega) x]
    simp only [Finset.sum_range_succ, Finset.sum_range_zero, coeff_derivative, zero_add,
      Nat.reduceAdd]
    push_cast
    ring

/-- The difference between the exact and the linearised forward-backward action comes from the
potential alone. -/
theorem action_remainder (m ε : ℝ) (V : ℝ[X]) (N : ℕ) (x y : ℕ → ℝ) :
    action m ε V N (fun k => x k + y k / 2) - action m ε V N (fun k => x k - y k / 2)
      - linearisedAction m ε V N x y
    = -ε * ∑ k ∈ Finset.range N,
        (fbDifference V (x k) (y k) - y k * (derivative V).eval (x k)) := by
  simp only [action, linearisedAction, fbDifference]
  rw [← Finset.sum_sub_distrib, ← Finset.sum_sub_distrib, Finset.mul_sum]
  refine Finset.sum_congr rfl fun k _ => ?_
  ring

/-- For a fixed non-zero number of time steps of non-zero length `ε`, linearising the
forward-backward action in the difference path is exact for all paths if and only if the potential
has degree at most two. -/
theorem path_linearisation_exact_iff (m ε : ℝ) (hε : ε ≠ 0) (V : ℝ[X]) (N : ℕ) (hN : N ≠ 0) :
    (∀ x y : ℕ → ℝ,
      action m ε V N (fun k => x k + y k / 2) - action m ε V N (fun k => x k - y k / 2)
        = linearisedAction m ε V N x y) ↔ V.natDegree ≤ 2 := by
  rw [← fbDifference_linear_iff]
  constructor
  · intro h a b
    -- constant paths already detect the anharmonic terms
    have e := action_remainder m ε V N (fun _ => a) (fun _ => b)
    have h' := h (fun _ => a) (fun _ => b)
    simp only [Finset.sum_const, Finset.card_range, nsmul_eq_mul] at e
    have e' : (ε * N) * (fbDifference V a b - b * (derivative V).eval a) = 0 := by
      linear_combination e - h'
    exact sub_eq_zero.mp
      ((mul_eq_zero.mp e').resolve_left (mul_ne_zero hε (Nat.cast_ne_zero.mpr hN)))
  · intro h x y
    have e := action_remainder m ε V N x y
    rw [Finset.sum_eq_zero (fun k _ => sub_eq_zero.mpr (h (x k) (y k)))] at e
    linear_combination e

/-- Adding the cubic term `y³ V'''(x) / 24` to the linearised difference gives the exact
result for all `x` and `y` if and only if the potential has degree at most four. -/
theorem fbDifference_cubic_iff (V : ℝ[X]) :
    (∀ x y : ℝ, fbDifference V x y = y * (derivative V).eval x
      + y ^ 3 / 24 * (derivative (derivative (derivative V))).eval x) ↔ V.natDegree ≤ 4 := by
  constructor
  · intro h
    have growth : ∀ j : ℕ, 2 * ((j : ℝ) + 5) + ((j : ℝ) + 5) * (j + 4) * (j + 3) / 3
        < 2 ^ (j + 5) := by
      intro j
      induction j with
      | zero => norm_num
      | succ j ih =>
        have hj : (0 : ℝ) ≤ j := Nat.cast_nonneg j
        have hj3 : (0 : ℝ) ≤ (j : ℝ) * (j + 4) * (j + 5) := by positivity
        rw [show j + 1 + 5 = (j + 5) + 1 by omega, pow_succ]
        push_cast
        nlinarith
    rw [natDegree_le_iff_coeff_eq_zero]
    intro n hn
    obtain ⟨j, rfl⟩ : ∃ j, n = j + 2 + 3 := ⟨n - 5, by omega⟩
    have hk := diagonal_coeff V (1 / 3) (fun t => by
      have ht := h t (2 * t)
      rw [fbDifference, show t + 2 * t / 2 = 2 * t by ring,
        show t - 2 * t / 2 = 0 by ring] at ht
      linear_combination ht) (j + 2)
    rcases mul_eq_zero.mp hk with h0 | h0
    · exact h0
    · exfalso
      have g := growth j
      rw [show j + 2 + 3 = j + 5 from rfl] at h0
      push_cast at h0
      nlinarith
  · intro h x y
    have h1 := natDegree_derivative_le V
    have h2 := natDegree_derivative_le (derivative V)
    have h3 := natDegree_derivative_le (derivative (derivative V))
    rw [fbDifference, eval_eq_sum_range' (show V.natDegree < 5 by omega) (x + y / 2),
      eval_eq_sum_range' (show V.natDegree < 5 by omega) (x - y / 2),
      eval_eq_sum_range' (show (derivative V).natDegree < 4 by omega) x,
      eval_eq_sum_range'
        (show (derivative (derivative (derivative V))).natDegree < 2 by omega) x]
    simp only [Finset.sum_range_succ, Finset.sum_range_zero, coeff_derivative, zero_add,
      Nat.reduceAdd]
    push_cast
    ring

/-- For the quartic potential `V = x⁴` the error of the linearised difference is `x y³`. -/
theorem quartic_remainder (x y : ℝ) :
    fbDifference (X ^ 4) x y - y * (derivative (X ^ 4 : ℝ[X])).eval x = x * y ^ 3 := by
  simp only [fbDifference, derivative_X_pow, eval_mul, eval_pow, eval_X, eval_C]
  push_cast
  ring

end

end ForwardBackwardLinearisation
```

```lean
#print axioms ForwardBackwardLinearisation.path_linearisation_exact_iff
#print axioms ForwardBackwardLinearisation.fbDifference_cubic_iff
#print axioms ForwardBackwardLinearisation.quartic_remainder
```

```
'ForwardBackwardLinearisation.path_linearisation_exact_iff' depends on axioms: [propext, Classical.choice, Quot.sound]
'ForwardBackwardLinearisation.fbDifference_cubic_iff' depends on axioms: [propext, Classical.choice, Quot.sound]
'ForwardBackwardLinearisation.quartic_remainder' depends on axioms: [propext, Classical.choice, Quot.sound]
```

## How the coefficients are extracted

`diagonal_coeff` serves both degree theorems. Its constant `c` is the weight of $t^3V'''(t)$ on the diagonal: $0$ for the linear statement and $1/3$ for the cubic one, since $(2t)^3/24=t^3/3$. `Polynomial.funext` turns the identity between values at all real $t$ into an identity of polynomials, `hp`. The facts `h1`, `h2` and `h3` compute the coefficients of $tV'$, $t^3V'''$ and the constant $V(0)$ at order $n=k+3$; here `k` labels a coefficient, not a time step. Replacing $t$ by $2t$ supplies the factor $2^n$.

In `fbDifference_linear_iff`, `growth` is the induction for $2n<2^n$ with $n=k+3$. The hypothesis is applied at `h t (2 * t)`, and `mul_eq_zero` leaves two cases: the coefficient vanishes, or the bracket does, which `growth` excludes. For the converse, `eval_eq_sum_range'` writes $V$ with three coefficients and $V'$ with two, after which `ring` checks the expansion.

`fbDifference_cubic_iff` follows the same route with $n=j+5$. The nonnegative product `hj3` in its induction is $n(n-1)(n-5)$ from the calculation above.

## How the path statement is reduced

`action_remainder` combines the three sums into one and checks each summand with `ring`; this is where the kinetic terms cancel. In `path_linearisation_exact_iff`, the first rewrite replaces the degree condition by the pointwise identity. The forward direction inserts constant paths, obtains `e'`, and divides out the nonzero factor $\varepsilon N$. The reverse direction makes every summand of the remainder zero.

`quartic_remainder` evaluates $x^4$ and its derivative and leaves the binomial expansion to `ring`.
